# For an anti-Hermitian matrix K, the energy derivatives along exp(tK)ψ are expectation values of nested commutators with K

An orbital rotation can be described as a change of the orbitals or as an operator acting on the many-electron state. Here it is the second: the state is a finite list of complex amplitudes $\psi$, the Hamiltonian $H$ and the rotation generator $K$ are square complex matrices, and the rotated state is $\psi(t)=e^{tK}\psi$ with a real parameter $t$. For orbital rotations, the amplitudes belong to all determinants that a finite orbital basis allows, because a rotation between active and inactive orbitals leads out of the active space. The theorems use only that $K$ is anti-Hermitian, $K^\dagger=-K$, and not that it is a one-electron operator.

The quantity of interest is the energy $E(t)=\langle\psi(t),H\psi(t)\rangle$ of a normalised state. Its first two derivatives at $t=0$ are the orbital gradient and Hessian used in multiconfigurational self-consistent-field optimisation, here along a single direction $K$ and with the configuration coefficients held fixed.

## States, operators and the rotation

```lean
import Mathlib

open Matrix

namespace OrbitalGradientHessian

noncomputable section

variable {n : Type*} [Fintype n] [DecidableEq n]
```

The first line loads the mathematical library Mathlib. The last line introduces `n`, a finite set of labels for the basis states. A state has type `n → ℂ`, one complex amplitude per label, and an operator has type `Matrix n n ℂ`.

```lean
/-- The expectation value `⟨ψ, A ψ⟩` of a matrix `A` in the state `ψ`. -/
def expect (A : Matrix n n ℂ) (ψ : n → ℂ) : ℂ := star ψ ⬝ᵥ (A *ᵥ ψ)
```

This defines $\langle\psi,A\psi\rangle=\sum_i\overline{\psi_i}\,(A\psi)_i$. In Lean, `star ψ` is the complex conjugate of the vector, `*ᵥ` applies a matrix to a vector, and `⬝ᵥ` sums the products of components. The result is a complex number, with no division by the norm. For an unnormalised nonzero $\psi$, the physical expectation value is this number divided by $\langle\psi,\psi\rangle$.

```lean
/-- The commutator `[A, K] = A K - K A`. -/
def comm (A K : Matrix n n ℂ) : Matrix n n ℂ := A * K - K * A
```

The commutator is $[A,K]=AK-KA$. The order fixes the sign of the gradient.

```lean
/-- The `m`-fold commutator `[...[[A, K], K]..., K]`. -/
def nestedComm (A K : Matrix n n ℂ) : ℕ → Matrix n n ℂ
  | 0 => A
  | m + 1 => comm (nestedComm A K m) K
```

This is a recursion. Writing $C_m$ for `nestedComm A K m`, it says $C_0=A$ and $C_{m+1}=[C_m,K]$. Thus $C_1=[A,K]$ and $C_2=[[A,K],K]$.

```lean
/-- The rotated state `ψ(t) = exp(tK) ψ`. -/
def rot (K : Matrix n n ℂ) (ψ : n → ℂ) (t : ℝ) : n → ℂ :=
  NormedSpace.exp (t • K) *ᵥ ψ
```

This is $\psi(t)=e^{tK}\psi$. The symbol `•` multiplies a matrix by a number, and `NormedSpace.exp` is the exponential series, applied here to a matrix.

## Moving the rotation onto the operator

```lean
/-- For anti-Hermitian `K`, the expectation value of `A` in the rotated state is that of
`exp(-tK) A exp(tK)` in the original state. -/
theorem expect_rot {K : Matrix n n ℂ} (hK : Kᴴ = -K) (A : Matrix n n ℂ) (ψ : n → ℂ) (t : ℝ) :
    expect A (rot K ψ t) =
      expect (NormedSpace.exp (t • (-K)) * A * NormedSpace.exp (t • K)) ψ := by
  have hU : (NormedSpace.exp (t • K))ᴴ = NormedSpace.exp (t • (-K)) := by
    rw [← Matrix.exp_conjTranspose, Matrix.conjTranspose_smul, hK, star_trivial]
  unfold expect rot
  rw [Matrix.star_mulVec, hU, ← Matrix.dotProduct_mulVec]
  simp only [Matrix.mulVec_mulVec, Matrix.mul_assoc]
```

A theorem in Lean lists its data and hypotheses before the final colon, its conclusion after it, and its proof after `:= by`. The hypothesis `hK : Kᴴ = -K` says that $K$ is anti-Hermitian, with `ᴴ` the conjugate transpose. The matrix $A$ is arbitrary. The conclusion is

$$\langle\psi(t),A\psi(t)\rangle=\langle\psi,e^{-tK}Ae^{tK}\psi\rangle .$$

By hand, $(e^{tK})^\dagger=e^{tK^\dagger}=e^{-tK}$ because $t$ is real, and the left factor $e^{tK}$ moves across the inner product as its adjoint. The proof does the same. The intermediate result `hU` is the formula for the adjoint, and the `rw` line, which replaces expressions by equal ones, moves it across.

```lean
/-- For anti-Hermitian `K`, a normalised state stays normalised under `exp(tK)`. -/
theorem rot_normalised {K : Matrix n n ℂ} (hK : Kᴴ = -K) {ψ : n → ℂ}
    (hψ : star ψ ⬝ᵥ ψ = 1) (t : ℝ) : star (rot K ψ t) ⬝ᵥ rot K ψ t = 1 := by
  have hc : Commute (t • (-K)) (t • K) :=
    (((Commute.refl K).neg_left).smul_left t).smul_right t
  have hU : NormedSpace.exp (t • (-K)) * NormedSpace.exp (t • K) = 1 := by
    rw [← Matrix.exp_add_of_commute _ _ hc, smul_neg, neg_add_cancel, NormedSpace.exp_zero]
  have h := expect_rot hK 1 ψ t
  rw [mul_one, hU] at h
  unfold expect at h
  rw [Matrix.one_mulVec, Matrix.one_mulVec] at h
  rw [h, hψ]
```

The hypothesis `hψ` says $\langle\psi,\psi\rangle=1$, and the conclusion says the same of $\psi(t)$ for every real $t$. Put $A=1$ in the previous theorem:

$$\langle\psi(t),\psi(t)\rangle=\langle\psi,e^{-tK}e^{tK}\psi\rangle=\langle\psi,\psi\rangle=1 .$$

The product of the exponentials is $e^{-tK+tK}=e^0=1$. The exponents may be added because the two matrices commute, which is `hc`.

## Gradient, Hessian and higher derivatives

```lean
open scoped Matrix.Norms.Operator in
/-- For anti-Hermitian `K`, the expectation value of `A` along `ψ(t) = exp(tK) ψ` has at every
`t` the derivative `⟨ψ(t), [A, K] ψ(t)⟩`. -/
theorem hasDerivAt_expect {K : Matrix n n ℂ} (hK : Kᴴ = -K) (A : Matrix n n ℂ)
    (ψ : n → ℂ) (t : ℝ) :
    HasDerivAt (fun s => expect A (rot K ψ s)) (expect (comm A K) (rot K ψ t)) t := by
  -- the expectation value in a fixed state is linear in the operator
  let L : Matrix n n ℂ →ₗ[ℝ] ℂ :=
    { toFun := fun M => expect M ψ
      map_add' := fun M N => by simp [expect, Matrix.add_mulVec, dotProduct_add]
      map_smul' := fun r M => by simp [expect, Matrix.smul_mulVec, dotProduct_smul] }
  -- product rule for the rotated operator
  have h1 := hasDerivAt_exp_smul_const (𝕂 := ℝ) (-K) t
  have h2 := hasDerivAt_exp_smul_const' (𝕂 := ℝ) K t
  have h3 := ((h1.mul_const A).fun_mul h2).congr_deriv
    (show _ = NormedSpace.exp (t • (-K)) * comm A K * NormedSpace.exp (t • K) by
      simp only [comm, mul_sub, sub_mul, mul_neg, neg_mul, mul_assoc]
      exact neg_add_eq_sub _ _)
  have h4 := (LinearMap.toContinuousLinearMap L).hasFDerivAt.comp_hasDerivAt t h3
  simp only [expect_rot hK]
  exact h4
```

`HasDerivAt f f' t` means that the function `f` is differentiable at `t` with derivative `f'`. The theorem therefore says, at every $t$,

$$\frac{d}{dt}\langle\psi(t),A\psi(t)\rangle=\langle\psi(t),[A,K]\psi(t)\rangle .$$

To derive it, differentiate the rotated operator by the product rule:

$$\frac{d}{dt}\,e^{-tK}Ae^{tK}=-e^{-tK}KAe^{tK}+e^{-tK}AKe^{tK}=e^{-tK}[A,K]e^{tK}.$$

Taking the expectation value in the fixed state $\psi$ is linear in the operator, so it passes through the derivative. The identity `expect_rot`, read backwards with $[A,K]$ in place of $A$, returns the rotation to the state.

In the proof, `h1` and `h2` differentiate the two exponentials, `h3` combines them and collects the commutator, and `h4` applies the linear map `L`, which takes $M$ to $\langle\psi,M\psi\rangle$.

For $A=H$ and $t=0$ this is the orbital gradient, $E'(0)=\langle\psi,[H,K]\psi\rangle$. The generalised Brillouin condition demands that it vanish for every allowed generator $K$.

Anti-Hermiticity is essential here. Take one basis state, with $K=1$, $A=1$ and $\psi=1$, so that $K^\dagger\neq-K$. Then $\psi(t)=e^t$, and $\langle\psi(t),A\psi(t)\rangle=e^{2t}$ has derivative $2$ at $t=0$, while $[A,K]=0$. The derivative formula fails, and so does conservation of the norm.

```lean
/-- Orbital Hessian: for anti-Hermitian `K`, the second derivative at `t = 0` of the expectation
value of `A` in `exp(tK) ψ` is `⟨ψ, [[A, K], K] ψ⟩`. -/
theorem orbital_hessian {K : Matrix n n ℂ} (hK : Kᴴ = -K) (A : Matrix n n ℂ) (ψ : n → ℂ) :
    HasDerivAt (deriv fun t => expect A (rot K ψ t)) (expect (comm (comm A K) K) ψ) 0 := by
  have h0 : rot K ψ 0 = ψ := by simp [rot]
  have h1 : (deriv fun t => expect A (rot K ψ t)) = fun t => expect (comm A K) (rot K ψ t) :=
    funext fun t => (hasDerivAt_expect hK A ψ t).deriv
  have h2 := hasDerivAt_expect hK (comm A K) ψ 0
  rw [h0] at h2
  rw [h1]
  exact h2
```

Here `deriv fun t => ...` is the first derivative as a function of $t$. The theorem says that this function is differentiable at $0$, with derivative $\langle\psi,[[A,K],K]\psi\rangle$.

Since the first-derivative formula holds at every $t$, it can be differentiated again, with $[A,K]$ now playing the part of $A$:

$$\frac{d^2}{dt^2}\langle\psi(t),A\psi(t)\rangle=\langle\psi(t),[[A,K],K]\psi(t)\rangle .$$

At $t=0$ we have $\psi(0)=\psi$. In the proof, `h1` is the first derivative at all $t$, `h2` is the second differentiation, and `h0` is the initial condition. For $A=H$ this is the Hessian along $K$. Mixed second derivatives for two different generators are not treated.

```lean
/-- For anti-Hermitian `K`, the `m`-th derivative of the expectation value of `A` along
`ψ(t) = exp(tK) ψ` is the expectation value of the `m`-fold commutator in `ψ(t)`. -/
theorem iteratedDeriv_expect {K : Matrix n n ℂ} (hK : Kᴴ = -K) (A : Matrix n n ℂ)
    (ψ : n → ℂ) (m : ℕ) :
    iteratedDeriv m (fun t => expect A (rot K ψ t)) =
      fun t => expect (nestedComm A K m) (rot K ψ t) := by
  induction m with
  | zero => rw [iteratedDeriv_zero]; rfl
  | succ m ih =>
    rw [iteratedDeriv_succ, ih]
    exact funext fun t => (hasDerivAt_expect hK (nestedComm A K m) ψ t).deriv
```

`iteratedDeriv m` is the $m$-th derivative. The two sides are equal as functions of $t$:

$$\frac{d^m}{dt^m}\langle\psi(t),A\psi(t)\rangle=\langle\psi(t),C_m\psi(t)\rangle .$$

The proof is by induction. For $m=0$ both sides are the original function. If the formula holds for $m$, one more differentiation replaces $C_m$ by $[C_m,K]=C_{m+1}$.

## Hermiticity and real derivatives

```lean
omit [DecidableEq n] in
/-- For Hermitian `H` and anti-Hermitian `K`, the expectation value of every nested commutator
`[...[H, K]..., K]` is real. -/
theorem nestedComm_expect_real {H K : Matrix n n ℂ} (hH : H.IsHermitian) (hK : Kᴴ = -K)
    (ψ : n → ℂ) (m : ℕ) : (expect (nestedComm H K m) ψ).im = 0 := by
  -- each commutator with K is again Hermitian
  have hM : (nestedComm H K m)ᴴ = nestedComm H K m := by
    induction m with
    | zero => exact hH
    | succ m ih =>
      simp only [nestedComm, comm, Matrix.conjTranspose_sub, Matrix.conjTranspose_mul, ih, hK]
      rw [Matrix.neg_mul, Matrix.mul_neg, sub_neg_eq_add, neg_add_eq_sub]
  have hs : star (expect (nestedComm H K m) ψ) = expect (nestedComm H K m) ψ := by
    unfold expect
    rw [← Matrix.star_dotProduct, Matrix.star_mulVec, hM, ← Matrix.dotProduct_mulVec]
  exact Complex.conj_eq_iff_im.mp hs
```

So far the operator could be any matrix. Now `hH : H.IsHermitian` adds $H^\dagger=H$, and the conclusion is that $\langle\psi,C_m\psi\rangle$ has zero imaginary part, where $C_m$ is built from $H$. Applied to the state $\psi(t)$, this makes every derivative of the energy real.

First, each $C_m$ is Hermitian. This is true of $C_0=H$, and if it is true of $C_m$, then

$$C_{m+1}^\dagger=(C_mK-KC_m)^\dagger=K^\dagger C_m-C_mK^\dagger=-KC_m+C_mK=C_{m+1}.$$

Second, a Hermitian matrix $M$ satisfies $\overline{\langle\psi,M\psi\rangle}=\langle\psi,M^\dagger\psi\rangle=\langle\psi,M\psi\rangle$, and a number equal to its own conjugate is real. These are `hM` and `hs` in the proof.

## The Hessian at an exact eigenstate

```lean
/-- If `ψ` is an eigenvector of the Hermitian matrix `H` with energy `E` and `K` is
anti-Hermitian, the orbital Hessian equals `2 (⟨Kψ, H Kψ⟩ - E ⟨Kψ, Kψ⟩)`. -/
theorem hessian_eigenstate {H K : Matrix n n ℂ} (hH : H.IsHermitian) (hK : Kᴴ = -K)
    {ψ : n → ℂ} {E : ℝ} (hE : H *ᵥ ψ = (E : ℂ) • ψ) :
    expect (comm (comm H K) K) ψ =
      2 * (expect H (K *ᵥ ψ) - E * (star (K *ᵥ ψ) ⬝ᵥ (K *ᵥ ψ))) := by
  have hl : star ψ ᵥ* H = (E : ℂ) • star ψ := by
    have h := congrArg star hE
    rw [Matrix.star_mulVec, hH.eq] at h
    rw [h]
    simp [star_smul]
  have hk : star (K *ᵥ ψ) = -(star ψ ᵥ* K) := by
    rw [Matrix.star_mulVec, hK, Matrix.vecMul_neg]
  have hx : comm (comm H K) K = H * (K * K) - K * (H * K) - K * (H * K) + K * K * H := by
    unfold comm
    noncomm_ring
  -- H acts on the eigenstate to its left or to its right
  have t1 : star ψ ⬝ᵥ ((H * (K * K)) *ᵥ ψ) = E * (star ψ ⬝ᵥ ((K * K) *ᵥ ψ)) := by
    rw [← Matrix.mulVec_mulVec, Matrix.dotProduct_mulVec, hl, smul_dotProduct, smul_eq_mul]
  have t2 : star ψ ⬝ᵥ ((K * K * H) *ᵥ ψ) = E * (star ψ ⬝ᵥ ((K * K) *ᵥ ψ)) := by
    rw [← Matrix.mulVec_mulVec, hE, Matrix.mulVec_smul, dotProduct_smul, smul_eq_mul]
  have r1 : expect H (K *ᵥ ψ) = -(star ψ ⬝ᵥ ((K * (H * K)) *ᵥ ψ)) := by
    unfold expect
    rw [hk, neg_dotProduct, ← Matrix.dotProduct_mulVec]
    simp only [Matrix.mulVec_mulVec]
  have r2 : star (K *ᵥ ψ) ⬝ᵥ (K *ᵥ ψ) = -(star ψ ⬝ᵥ ((K * K) *ᵥ ψ)) := by
    rw [hk, neg_dotProduct, ← Matrix.dotProduct_mulVec, Matrix.mulVec_mulVec]
  rw [r1, r2, hx]
  unfold expect
  rw [Matrix.add_mulVec, Matrix.sub_mulVec, Matrix.sub_mulVec, dotProduct_add,
    dotProduct_sub, dotProduct_sub, t1, t2]
  ring
```

The hypothesis `hE` says $H\psi=E\psi$, where $E$ is now a fixed real number. The conclusion is

$$\langle\psi,[[H,K],K]\psi\rangle=2\bigl(\langle K\psi,HK\psi\rangle-E\langle K\psi,K\psi\rangle\bigr).$$

Expand the double commutator, which is `hx`:

$$[[H,K],K]=HK^2-2KHK+K^2H .$$

In the first term $H$ acts on the eigenstate to its left, in the last on the one to its right. Each gives $E\langle\psi,K^2\psi\rangle$; these are `t1` and `t2`. Hence the Hessian is $2E\langle\psi,K^2\psi\rangle-2\langle\psi,KHK\psi\rangle$. Because $K^\dagger=-K$,

$$\langle K\psi,HK\psi\rangle=-\langle\psi,KHK\psi\rangle,\qquad \langle K\psi,K\psi\rangle=-\langle\psi,K^2\psi\rangle ,$$

which are `r1` and `r2`. Substitution gives the result, and `ring` does the final algebra.

The vector $K\psi$ is generally not normalised. If it is nonzero, let $\phi=K\psi/\|K\psi\|$. The Hessian is then $2\|K\psi\|^2\bigl(\langle\phi,H\phi\rangle-E\bigr)$: it compares the energy expectation value of $\phi$, the normalised direction in which $\psi(t)$ starts to change, with the energy of the eigenstate. The theorem assumes an exact eigenvector of $H$, which an optimised active-space state usually is not.

## A minimum along one rotation

```lean
/-- For anti-Hermitian `K`, if the gradient `⟨ψ, [H, K] ψ⟩` vanishes and the real part of
`⟨ψ, [[H, K], K] ψ⟩` is positive, then the real part of the expectation value of `H` in
`exp(tK) ψ` has a local minimum at `t = 0`. -/
theorem isLocalMin_of_hessian_pos {H K : Matrix n n ℂ} (hK : Kᴴ = -K) {ψ : n → ℂ}
    (hgrad : expect (comm H K) ψ = 0) (hhess : 0 < (expect (comm (comm H K) K) ψ).re) :
    IsLocalMin (fun t => (expect H (rot K ψ t)).re) 0 := by
  have h0 : rot K ψ 0 = ψ := by simp [rot]
  have hd : ∀ (A : Matrix n n ℂ) (t : ℝ), HasDerivAt (fun s => (expect A (rot K ψ s)).re)
      (expect (comm A K) (rot K ψ t)).re t := fun A t =>
    Complex.reCLM.hasFDerivAt.comp_hasDerivAt t (hasDerivAt_expect hK A ψ t)
  have h1 : (deriv fun t => (expect H (rot K ψ t)).re) =
      fun t => (expect (comm H K) (rot K ψ t)).re := funext fun t => (hd H t).deriv
  -- second-derivative test
  apply isLocalMin_of_deriv_deriv_pos
  · rw [h1, (hd (comm H K) 0).deriv, h0]
    exact hhess
  · rw [(hd H 0).deriv, h0, hgrad, Complex.zero_re]
  · exact (hd H 0).continuousAt
```

The hypotheses `hgrad` and `hhess` say that the gradient along $K$ is zero and that the real part of the Hessian is positive. Both are conditions to be checked for the state at hand. The conclusion, `IsLocalMin`, says that the energy at $t=0$ is no higher than at any sufficiently small $t$. The real part `.re` appears because complex numbers have no suitable ordering; for Hermitian $H$ it is the whole energy.

By hand, let $e(t)=\operatorname{Re}E(t)$, with $e'(0)=0$ and $e''(0)>0$. Then $e'$ is negative just before $0$ and positive just after it, so $e$ falls and then rises. In the proof, `hd` carries the derivative formula over to real parts, and `isLocalMin_of_deriv_deriv_pos` is the second-derivative test. The minimum is along this one curve and says nothing about other generators.

## A two-level example

```lean
/-- Two-level system with real energies `a`, `c` and real coupling `b`: for the rotation generator
`K = !![0, -1; 1, 0]` and the first basis state, the gradient is `2b` and the Hessian `2(c - a)`. -/
theorem two_level (a b c : ℝ) :
    expect (comm !![(a : ℂ), b; b, c] !![0, -1; 1, 0]) ![1, 0] = 2 * b ∧
    expect (comm (comm !![(a : ℂ), b; b, c] !![0, -1; 1, 0]) !![0, -1; 1, 0]) ![1, 0] =
      2 * (c - a) := by
  constructor <;>
  · simp [expect, comm, Matrix.mulVec, dotProduct, Fin.sum_univ_two]
    ring

end

end OrbitalGradientHessian
```

The notation `!![...]` writes a matrix by rows and `![1, 0]` a vector. The sign `∧` means "and", so there are two claims, about

$$H=\begin{pmatrix}a&b\\b&c\end{pmatrix},\qquad K=\begin{pmatrix}0&-1\\1&0\end{pmatrix},\qquad \psi=\begin{pmatrix}1\\0\end{pmatrix}.$$

Multiplying out gives

$$[H,K]=\begin{pmatrix}2b&c-a\\c-a&-2b\end{pmatrix}.$$

Its upper left entry is the gradient, $2b$. The upper left entry of $[[H,K],K]$ is $(c-a)+(c-a)=2(c-a)$, the Hessian. The proof carries out these multiplications with `simp` and finishes with `ring`.

The rotated state gives the same values directly. Since $\psi(t)=(\cos t,\sin t)$,

$$E(t)=a\cos^2t+2b\sin t\cos t+c\sin^2t ,$$

so $E'(0)=2b$ and $E''(0)=2(c-a)$. The first basis state is stationary when the coupling $b$ vanishes, and it is then a local minimum along this rotation if $c>a$.

```lean
#print axioms OrbitalGradientHessian.orbital_hessian
#print axioms OrbitalGradientHessian.iteratedDeriv_expect
#print axioms OrbitalGradientHessian.isLocalMin_of_hessian_pos
#print axioms OrbitalGradientHessian.two_level
```

```
'OrbitalGradientHessian.orbital_hessian' depends on axioms: [propext, Classical.choice, Quot.sound]
'OrbitalGradientHessian.iteratedDeriv_expect' depends on axioms: [propext, Classical.choice, Quot.sound]
'OrbitalGradientHessian.isLocalMin_of_hessian_pos' depends on axioms: [propext, Classical.choice, Quot.sound]
'OrbitalGradientHessian.two_level' depends on axioms: [propext, Classical.choice, Quot.sound]
```
